# Magnetizations and pair correlations fix the parameters of a finite pairwise Ising model

One spin $s=\pm1$ with weight $e^{hs}$ has magnetization $m=\tanh h$. Since $\tanh$ is strictly increasing, two different fields $h\ne h'$ satisfy

$$(h-h')(m-m')>0,$$

and so equal magnetizations force equal fields. For $n$ interacting spins a single product of this kind can be negative, but the sum over all parameters is still positive, and that is enough to settle the case.

Let the weight of a configuration $s=(s_1,\dots,s_n)$ be $e^{H(s)}$ with

$$H(s)=\sum_i h_i s_i+\sum_{i<j}J_{ij}s_is_j,$$

where all $h_i$ and $J_{ij}$ are real. Write $m_i=\langle s_i\rangle$ and $C_{ij}=\langle s_is_j\rangle$. For a second parameter set $h',J'$ with averages $m',C'$, let $\Delta$ denote the unprimed value minus the primed one. If the two sets differ in any field or in any coupling with $i<j$, then

$$\sum_i\Delta h_i\,\Delta m_i+\sum_{i<j}\Delta J_{ij}\,\Delta C_{ij}>0.$$

Equal means and equal pair correlations would make the left side zero, so they imply equal parameters.

## Moment matching in a Boltzmann machine fit

An unregularized maximum-likelihood fit of a fully visible Boltzmann machine seeks $h$ and $J$ for which the model moments match the data moments. For this finite pairwise model, an exact match can be reached by at most one parameter set, whatever the starting point of the fit.

Gradient ascent on the log-likelihood changes each parameter in proportion to the data moment minus the model moment. If the data moments are the exact moments of some target parameters, the inequality says that, at any other parameters, this step has a positive inner product with the displacement towards the target. Convergence still depends on the step size.

The inequality also gives a check at small $n$: enumerate all $2^n$ states for two random parameter sets and evaluate the left side. A code that uses $e^{-H}$ where $e^{H}$ is intended returns a negative number.

## From positive terms to equal parameters

**Two weights on a finite set.** Let $p=e^H/Z$ and $p'=e^{H'}/Z'$, with $c=\log Z$ and $c'=\log Z'$. Then $\log p=H-c$ and $\log p'=H'-c'$. Because both probabilities sum to one, the constants drop out of

$$\sum_\omega(p-p')(\log p-\log p')=\langle H-H'\rangle_H-\langle H-H'\rangle_{H'}.$$

Each term on the left has the form $(e^a-e^b)(a-b)$, which is positive for $a\ne b$ and zero for $a=b$. The sum vanishes only if $H-c=H'-c'$ in every state, which means that $H-H'$ is constant. Otherwise the right side is strictly positive.

**A constant Ising exponent has no parameters.** Suppose $H$ is constant. Let $H_A$ be its value with the spins in $A$ down and all others up. For $k<l$, consider

$$H_\varnothing-H_{\{k\}}-H_{\{l\}}+H_{\{k,l\}}=0.$$

Every field term cancels: the signed sum of $s_i$ is $1+1-1-1=0$ for $i=k$ or $i=l$, and $1-1-1+1=0$ for any other site. A pair containing at most one of $k,l$ cancels in the same way. The pair $(k,l)$ contributes $1+1+1+1=4$, so $4J_{kl}=0$. With all couplings gone, $H_\varnothing-H_{\{k\}}=2h_k=0$.

**Combination.** The difference $H-H'$ is itself an Ising exponent, with parameters $\Delta h,\Delta J$. If these are not all zero, it is not constant, and the first step applies. By linearity, the difference of averages is the sum of $\Delta h_i\Delta m_i$ and $\Delta J_{ij}\Delta C_{ij}$.

**Means alone are insufficient.** At $h=0$, flipping all spins preserves the weight and reverses $s_i$, so $m_i=-m_i=0$ for every $J$. Two spins at zero field have $C_{12}=\tanh J_{12}$: the coupling shows in the correlation and not in the means.

## The Lean file

```lean
import Mathlib

open Finset

namespace InverseIsing

noncomputable section

/-- The partition function of the weight `exp (H ω)` on a finite state space. -/
def partition {Ω : Type*} [Fintype Ω] (H : Ω → ℝ) : ℝ := ∑ ω, Real.exp (H ω)

/-- The normalized probability of a state under the weight `exp (H ω)`. -/
def prob {Ω : Type*} [Fintype Ω] (H : Ω → ℝ) (ω : Ω) : ℝ :=
  Real.exp (H ω) / partition H

/-- The thermal average of an observable `f` under the weight `exp (H ω)`. -/
def avg {Ω : Type*} [Fintype Ω] (H f : Ω → ℝ) : ℝ := ∑ ω, prob H ω * f ω

/-- A configuration of `n` Ising spins, `true` for up and `false` for down. -/
abbrev Config (n : ℕ) := Fin n → Bool

/-- The value `+1` or `-1` of the spin at site `i`. -/
def spin {n : ℕ} (σ : Config n) (i : Fin n) : ℝ := if σ i = true then 1 else -1

/-- The Ising exponent: fields times spins plus couplings times spin products,
each pair `i < j` counted once. -/
def interaction {n : ℕ} (h : Fin n → ℝ) (J : Fin n → Fin n → ℝ) (σ : Config n) : ℝ :=
  ∑ i, h i * spin σ i + ∑ i, ∑ j ∈ Ioi i, J i j * (spin σ i * spin σ j)

/-- The magnetization `⟨s_i⟩` of site `i`. -/
def mean {n : ℕ} (h : Fin n → ℝ) (J : Fin n → Fin n → ℝ) (i : Fin n) : ℝ :=
  avg (interaction h J) (fun σ => spin σ i)

/-- The pair correlation `⟨s_i s_j⟩`. -/
def corr {n : ℕ} (h : Fin n → ℝ) (J : Fin n → Fin n → ℝ) (i j : Fin n) : ℝ :=
  avg (interaction h J) (fun σ => spin σ i * spin σ j)

/-- The configuration with the spins in `A` down and all others up. -/
def downOn {n : ℕ} (A : Finset (Fin n)) : Config n := fun i => decide (i ∉ A)

lemma spin_downOn {n : ℕ} (A : Finset (Fin n)) (i : Fin n) :
    spin (downOn A) i = if i ∈ A then -1 else 1 := by
  by_cases hi : i ∈ A <;> simp [spin, downOn, hi]

/-- Two weights on a finite state space whose exponents differ by more than a constant:
the average of `H - H'` is strictly larger under `H` than under `H'`. -/
theorem avg_difference_lt {Ω : Type*} [Fintype Ω] [Nonempty Ω] (H H' : Ω → ℝ)
    (hne : ¬ ∃ c, ∀ ω, H ω - H' ω = c) :
    avg H' (fun ω => H ω - H' ω) < avg H (fun ω => H ω - H' ω) := by
  have hZ : ∀ G : Ω → ℝ, 0 < partition G := fun G =>
    Finset.sum_pos (fun _ _ => Real.exp_pos _) univ_nonempty
  have hsum : ∀ G : Ω → ℝ, ∑ ω, prob G ω = 1 := by
    intro G
    simp only [prob]
    rw [← Finset.sum_div]
    exact div_self (hZ G).ne'
  have hexp : ∀ (G : Ω → ℝ) ω, prob G ω = Real.exp (G ω - Real.log (partition G)) := by
    intro G ω
    rw [Real.exp_sub, Real.exp_log (hZ G), prob]
  -- the exponential is strictly increasing
  have hmono : ∀ a b : ℝ, a ≠ b → 0 < (Real.exp a - Real.exp b) * (a - b) := by
    intro a b hab
    rcases lt_or_gt_of_ne hab with h | h
    · exact mul_pos_of_neg_of_neg (sub_neg.mpr (Real.exp_lt_exp.mpr h)) (sub_neg.mpr h)
    · exact mul_pos (sub_pos.mpr (Real.exp_lt_exp.mpr h)) (sub_pos.mpr h)
  obtain ⟨c, hc⟩ : ∃ c, c = Real.log (partition H) := ⟨_, rfl⟩
  obtain ⟨c', hc'⟩ : ∃ c', c' = Real.log (partition H') := ⟨_, rfl⟩
  -- normalization removes the constants from the difference of averages
  have key : ∑ ω, (prob H ω - prob H' ω) * ((H ω - c) - (H' ω - c')) =
      avg H (fun ω => H ω - H' ω) - avg H' (fun ω => H ω - H' ω) := by
    have e : ∀ ω, (prob H ω - prob H' ω) * ((H ω - c) - (H' ω - c')) =
        prob H ω * (H ω - H' ω) - prob H' ω * (H ω - H' ω)
          - (c - c') * prob H ω + (c - c') * prob H' ω := fun ω => by ring
    rw [Finset.sum_congr rfl fun ω _ => e ω, sum_add_distrib, sum_sub_distrib,
      sum_sub_distrib, ← mul_sum, ← mul_sum, hsum, hsum]
    simp only [avg]
    ring
  have hpos : 0 < ∑ ω, (prob H ω - prob H' ω) * ((H ω - c) - (H' ω - c')) := by
    apply Finset.sum_pos'
    · intro ω _
      rw [hexp H, hexp H', ← hc, ← hc']
      by_cases h : H ω - c = H' ω - c'
      · simp [h]
      · exact (hmono _ _ h).le
    · by_contra hno
      apply hne
      refine ⟨c - c', fun ω => ?_⟩
      by_contra hω
      refine hno ⟨ω, mem_univ ω, ?_⟩
      rw [hexp H, hexp H', ← hc, ← hc']
      exact hmono _ _ (fun h => hω (by linarith))
  linarith

/-- If the Ising exponent takes the same value on all configurations, then every field and every
coupling `J i j` with `i < j` vanishes. -/
theorem parameters_zero_of_constant {n : ℕ} (h : Fin n → ℝ) (J : Fin n → Fin n → ℝ) (c : ℝ)
    (hc : ∀ σ, interaction h J σ = c) : h = 0 ∧ ∀ i j, i < j → J i j = 0 := by
  have hJ : ∀ k l, k < l → J k l = 0 := by
    intro k l hkl
    -- the second difference in spins k and l isolates their coupling
    have F : ∀ i, spin (downOn ∅) i - spin (downOn {k}) i - spin (downOn {l}) i
        + spin (downOn {k, l}) i = 0 := by
      intro i
      simp only [spin_downOn, mem_insert, mem_singleton, notMem_empty, if_false]
      split_ifs <;> first | (exfalso; omega) | norm_num
    have T : ∀ i j, i < j → spin (downOn ∅) i * spin (downOn ∅) j
        - spin (downOn {k}) i * spin (downOn {k}) j - spin (downOn {l}) i * spin (downOn {l}) j
        + spin (downOn {k, l}) i * spin (downOn {k, l}) j
        = if i = k then (if j = l then 4 else 0) else 0 := by
      intro i j hij
      simp only [spin_downOn, mem_insert, mem_singleton, notMem_empty, if_false]
      split_ifs <;> first | (exfalso; omega) | norm_num
    have A : ∑ i, h i * (spin (downOn ∅) i - spin (downOn {k}) i - spin (downOn {l}) i
        + spin (downOn {k, l}) i) = 0 := Finset.sum_eq_zero fun i _ => by rw [F i, mul_zero]
    have B : ∑ i, ∑ j ∈ Ioi i, J i j * (spin (downOn ∅) i * spin (downOn ∅) j
        - spin (downOn {k}) i * spin (downOn {k}) j - spin (downOn {l}) i * spin (downOn {l}) j
        + spin (downOn {k, l}) i * spin (downOn {k, l}) j) = J k l * 4 := by
      rw [Finset.sum_congr rfl fun i _ => Finset.sum_congr rfl fun j hj => by
        rw [T i j (mem_Ioi.mp hj)]]
      rw [Finset.sum_eq_single k]
      · simp [hkl]
      · intro i _ hi
        simp [hi]
      · simp
    simp only [mul_add, mul_sub, sum_add_distrib, sum_sub_distrib] at A B
    have h0 := hc (downOn ∅)
    have h1 := hc (downOn {k})
    have h2 := hc (downOn {l})
    have h3 := hc (downOn {k, l})
    simp only [interaction] at h0 h1 h2 h3
    linarith
  refine ⟨funext fun k => ?_, hJ⟩
  -- without couplings, a single spin flip isolates the field
  have Z : ∀ σ, ∑ i, h i * spin σ i = c := by
    intro σ
    have z : ∑ i, ∑ j ∈ Ioi i, J i j * (spin σ i * spin σ j) = 0 :=
      Finset.sum_eq_zero fun i _ => Finset.sum_eq_zero fun j hj => by
        rw [hJ i j (mem_Ioi.mp hj), zero_mul]
    have := hc σ
    rw [interaction, z, add_zero] at this
    exact this
  have D : ∑ i, h i * (spin (downOn ∅) i - spin (downOn {k}) i) = h k * 2 := by
    rw [Finset.sum_eq_single k]
    · simp only [spin_downOn, mem_singleton, notMem_empty, if_false, if_true]
      norm_num
    · intro i _ hi
      simp [spin_downOn, hi]
    · simp
  simp only [mul_sub, sum_sub_distrib] at D
  rw [Z, Z] at D
  simp only [Pi.zero_apply]
  linarith

/-- The average of an Ising exponent is the same combination of averaged spins and
averaged spin products. -/
theorem avg_interaction {n : ℕ} (H : Config n → ℝ) (h : Fin n → ℝ) (J : Fin n → Fin n → ℝ) :
    avg H (interaction h J) = ∑ i, h i * avg H (fun σ => spin σ i)
      + ∑ i, ∑ j ∈ Ioi i, J i j * avg H (fun σ => spin σ i * spin σ j) := by
  simp only [avg, interaction, mul_add, sum_add_distrib, mul_sum]
  congr 1
  · refine Finset.sum_comm.trans ?_
    exact Finset.sum_congr rfl fun i _ => Finset.sum_congr rfl fun σ _ => by ring
  · refine Finset.sum_comm.trans (Finset.sum_congr rfl fun i _ => ?_)
    refine Finset.sum_comm.trans ?_
    exact Finset.sum_congr rfl fun j _ => Finset.sum_congr rfl fun σ _ => by ring

/-- For two parameter sets that differ in some field or in some coupling `J i j` with `i < j`, the
sum over sites and over pairs `i < j` of the parameter changes paired with the changes of
magnetizations and pair correlations is strictly positive. -/
theorem response_pos {n : ℕ} (h h' : Fin n → ℝ) (J J' : Fin n → Fin n → ℝ)
    (hne : ¬ (h = h' ∧ ∀ i j, i < j → J i j = J' i j)) :
    0 < ∑ i, (h i - h' i) * (mean h J i - mean h' J' i)
      + ∑ i, ∑ j ∈ Ioi i, (J i j - J' i j) * (corr h J i j - corr h' J' i j) := by
  have e : (fun σ => interaction h J σ - interaction h' J' σ)
      = interaction (h - h') (J - J') := by
    funext σ
    simp only [interaction, Pi.sub_apply, sub_mul, sum_sub_distrib]
    ring
  have key := avg_difference_lt (interaction h J) (interaction h' J') (by
    rintro ⟨c, hc⟩
    obtain ⟨a, b⟩ := parameters_zero_of_constant (h - h') (J - J') c
      (fun σ => (congrFun e σ).symm.trans (hc σ))
    refine hne ⟨sub_eq_zero.mp a, fun i j hij => ?_⟩
    have := b i j hij
    simp only [Pi.sub_apply] at this
    linarith)
  rw [e, avg_interaction (interaction h J), avg_interaction (interaction h' J')] at key
  simp only [Pi.sub_apply] at key
  simp only [mean, corr, mul_sub, sum_sub_distrib]
  linarith

/-- Inverse Ising uniqueness: equal magnetizations and equal pair correlations imply equal fields
and equal couplings `J i j` for `i < j`. -/
theorem inverse_ising_unique {n : ℕ} (h h' : Fin n → ℝ) (J J' : Fin n → Fin n → ℝ)
    (hmean : ∀ i, mean h J i = mean h' J' i)
    (hcorr : ∀ i j, i < j → corr h J i j = corr h' J' i j) :
    h = h' ∧ ∀ i j, i < j → J i j = J' i j := by
  by_contra hne
  have hpos := response_pos h h' J J' hne
  have a : ∑ i, (h i - h' i) * (mean h J i - mean h' J' i) = 0 :=
    Finset.sum_eq_zero fun i _ => by rw [hmean i, sub_self, mul_zero]
  have b : ∑ i, ∑ j ∈ Ioi i, (J i j - J' i j) * (corr h J i j - corr h' J' i j) = 0 :=
    Finset.sum_eq_zero fun i _ => Finset.sum_eq_zero fun j hj => by
      rw [hcorr i j (mem_Ioi.mp hj), sub_self, mul_zero]
  linarith

/-- At zero field every magnetization vanishes, whatever the couplings. -/
theorem mean_zero_field {n : ℕ} (J : Fin n → Fin n → ℝ) (i : Fin n) : mean 0 J i = 0 := by
  let flip : Config n → Config n := fun σ k => !(σ k)
  have inv : Function.Involutive flip := fun σ => by funext k; simp [flip]
  have hs : ∀ σ k, spin (flip σ) k = -spin σ k := by
    intro σ k
    cases hk : σ k <;> simp [spin, flip, hk]
  -- the global spin flip keeps the weight and reverses the spin
  have hp : ∀ σ, prob (interaction 0 J) (flip σ) = prob (interaction 0 J) σ := by
    intro σ
    have : interaction 0 J (flip σ) = interaction 0 J σ := by
      simp only [interaction, hs, Pi.zero_apply, zero_mul, neg_mul_neg]
    rw [prob, prob, this]
  have hsum : ∑ σ, prob (interaction 0 J) (flip σ) * spin (flip σ) i
      = ∑ σ, prob (interaction 0 J) σ * spin σ i :=
    Equiv.sum_comp (inv.toPerm flip) (fun σ => prob (interaction 0 J) σ * spin σ i)
  simp only [hp, hs, mul_neg, sum_neg_distrib] at hsum
  simp only [mean, avg]
  linarith

end

end InverseIsing
```

```lean
#print axioms InverseIsing.inverse_ising_unique
#print axioms InverseIsing.mean_zero_field
```

```
'InverseIsing.inverse_ising_unique' depends on axioms: [propext, Classical.choice, Quot.sound]
'InverseIsing.mean_zero_field' depends on axioms: [propext, Classical.choice, Quot.sound]
```

## Conventions and scope of the theorems

`Config n` assigns a Boolean to each site, and `spin` turns it into $\pm1$. `interaction` is the exponent itself, so the inverse temperature and the minus sign of the energy are absorbed into `h` and `J`. The set `Ioi i` contains the sites $j>i$, which counts each pair once. Although `J` is a full matrix, its diagonal and lower triangle are never read, and the conclusion is silent about them. `mean` and `corr` are exact, normalized averages.

`inverse_ising_unique` assumes equal `mean` at every site and equal `corr` for every $i<j$. It concludes `h = h'` and equality of the couplings for $i<j$. The couplings may have any signs and any pattern of zeros, and $n$ is any finite number.

The theorem concerns uniqueness at exact moments. Whether given data are reproduced by finite parameters is a separate question: a spin that is up in every sample has $m_i=1$, which no finite field reaches. Sampling error, hidden spins and three-spin couplings are also absent from the statement.

## How the proof is assembled

- `avg_difference_lt` is the first step. `hmono` gives the sign of each term, `key` removes the constants, and `Finset.sum_pos'` needs one strictly positive term, whose absence would make $H-H'$ constant.
- `parameters_zero_of_constant` takes the differences, using `spin_downOn` for the spin values. `F` and `T` check the cancellations by cases, with `omega` discarding impossible index combinations; `D` is the single flip.
- `avg_interaction` exchanges the sums over states and sites, which is linearity of the average.
- `response_pos` combines these three results into the strict inequality.
- `inverse_ising_unique` argues by contradiction: equal data make both sums zero.
- `mean_zero_field` reindexes the average by the global flip.
